# The joint occupation of two lattice sites is non-negative

On a lattice of finitely many sites, each either empty or occupied once, a probability distribution `p` gives every configuration `S` of occupied sites a non-negative weight, and the weights sum to one. The joint occupation of sites `i` and `j` is the average over `p` of the product of their occupation numbers, and the lemma states that it is at least zero. The sites may coincide, and nothing is assumed about a Hamiltonian or about how the distribution arises. The attempt treats the average as a sum and shows each term to be non-negative, being a non-negative weight times a product of numbers that are 0 or 1.

An attempt in Lean 4 with a fault in it:

```lean
import Mathlib

open Finset

namespace PairOccNonneg

noncomputable section

variable {L : ℕ}

/-- The occupation number (0 or 1) of site `i` in the configuration `S` of occupied sites. -/
def num (i : Fin L) (S : Finset (Fin L)) : ℤ := if i ∈ S then 1 else 0

/-- A probability distribution on configurations: non-negative weights that sum to one. -/
def IsDistribution (p : Finset (Fin L) → ℝ) : Prop := (∀ S, 0 ≤ p S) ∧ ∑ S, p S = 1

/-- The average of an integer-valued observable `f` with weights `p`. -/
def mean (p : Finset (Fin L) → ℝ) (f : Finset (Fin L) → ℤ) : ℝ := ∑ S, p S * (f S : ℝ)

/-- The joint occupation of sites `i` and `j`. -/
def pairOcc (p : Finset (Fin L) → ℝ) (i j : Fin L) : ℝ := mean p (fun S => num i S * num j S)

lemma pairOcc_nonneg {p : Finset (Fin L) → ℝ} (hp : IsDistribution p) (i j : Fin L) :
    0 ≤ pairOcc p i j := by
  refine sum_nonneg fun S _ => mul_nonneg (hp.1 S) ?_
  have h : 0 ≤ num i S * num j S := by unfold num; split_ifs <;> norm_num
  exact_mod_cast h

end

end PairOccNonneg
```

Lean reports:

```
Main.lean:25:2: error: Type mismatch
  sum_nonneg fun S x => mul_nonneg (hp.left S) ?m.25
has type
  0 ≤ ∑ i ∈ ?m.13, p i * ?m.27 i
but is expected to have type
  0 ≤ pairOcc p i j
```

Diagnosis. The message reports a type mismatch: `sum_nonneg` proves that a sum `∑ i ∈ ?m.13, p i * ?m.27 i` is non-negative, while the goal speaks of `pairOcc p i j`. The two do fit mathematically, but the sum in the goal lies behind two definitions: `pairOcc` is defined through `mean`, and only `mean` is written as a sum. Lean can unfold definitions while matching, but here the index set `?m.13` and the second factor `?m.27` are still unknown, and in that case it looks only one unfolding ahead for a common head symbol. Unfolding `pairOcc` once gives `mean`, not a sum, so Lean unfolds both sides together. That opens up `Finset.sum` on the lemma's side just as `mean` appears on the other, and the two sides stay out of step until the match fails.

The added line `unfold pairOcc mean` replaces both names by their definitions before the matching starts, so the goal is the non-negativity of an explicit sum over configurations, each term a weight `p S` times an occupation product. Both sides now begin with `Finset.sum`, so `refine` can compare their arguments directly and read off the unknowns, and the remaining steps work unchanged.

As a diff, the version that Lean accepts:

```diff
@@ -23,4 +23,5 @@
 lemma pairOcc_nonneg {p : Finset (Fin L) → ℝ} (hp : IsDistribution p) (i j : Fin L) :
     0 ≤ pairOcc p i j := by
+  unfold pairOcc mean
   refine sum_nonneg fun S _ => mul_nonneg (hp.1 S) ?_
   have h : 0 ≤ num i S * num j S := by unfold num; split_ifs <;> norm_num
```
